# Exact zero modes of an open Kitaev chain with pairing weaker than hopping occur only at quantised chemical potentials

## A tiny energy or an exact zero?

Diagonalise an open Kitaev chain numerically, and the lowest excitation energy may come out as $10^{-14}$. Without a criterion for exact zeros, that number could be a true zero mode or the exponentially small splitting of two end modes.

Take $N$ sites with chemical potential $\mu$, hopping $t$ and real p-wave pairing $\Delta$. The Bogoliubov–de Gennes (BdG) matrix is
$$H=\begin{pmatrix}h&D\\-D&-h\end{pmatrix},$$
where $h$ has diagonal $-\mu$ and neighbour entries $-t$, and $D$ is antisymmetric with $D_{n,n+1}=\Delta$. For $|\Delta|<t$, put $s=\sqrt{t^2-\Delta^2}$. Then $H$ has a zero mode if and only if
$$\mu=2s\cos\frac{\pi j}{N+1}\quad\text{for some integer } 1\le j\le N.$$

For this clean, finite, mean-field chain, these values are exact reference points for numerical diagonalisation.

## The criterion in Lean

In `kitaev_zero_mode_iff`, a zero mode is a nonzero real vector `ψ` with `bdg N μ t Δ *ᵥ ψ = 0`. The two summands of `Fin N ⊕ Fin N` hold the particle and hole amplitudes. `hopping` is all of $h$, including the chemical potential. `coupling` is the tridiagonal matrix $M=D-h$, with diagonal $\mu$, superdiagonal $t+\Delta$ and subdiagonal $t-\Delta$; `coupling_singular_iff` gives the same criterion for $\det M=0$. Lean's index `i` starts at 0 and denotes site $i+1$.

The hypothesis `|Δ| < t` says that pairing is weaker than hopping, so $t\pm\Delta>0$. It excludes the textbook point $\Delta=t$, $\mu=0$, where exact zero modes sit on the two end sites. It allows $\Delta=0$, where the zero modes are ordinary standing waves: the theorem says nothing about localisation at the ends. The passage from the fermionic Hamiltonian to `bdg` is taken as given, as is a uniform $\Delta$ that is not determined self-consistently.

## From the BdG matrix to a standing wave

Let $L=\begin{pmatrix}1&0\\1&1\end{pmatrix}$ in blocks. Since $h+D=-M^T$,
$$LHL=\begin{pmatrix}-M^T&D\\0&M\end{pmatrix},\qquad \det H=(-1)^N(\det M)^2.$$

A kernel vector of $M$, extended by $f_0=f_{N+1}=0$, obeys
$$(t-\Delta)f_n+\mu f_{n+1}+(t+\Delta)f_{n+2}=0,\qquad 0\le n<N.$$
Let $a_n$ solve this recurrence for all $n\ge0$ with $a_0=0$, $a_1=1$. Then $f_n=f_1a_n$. Since $f\ne0$, we have $f_1\neq0$, hence $a_{N+1}=0$.

Set $q=-s/(t+\Delta)$, so that $q(t+\Delta)=-s$ and $q^2(t+\Delta)=t-\Delta$.

**Large $|\mu|$.** If $|\mu|\ge2s$, then $|a_{n+1}|>|q||a_n|$ for all $n$. This holds at $n=0$. Using $t-\Delta=s|q|$, the inductive step is
$$(t+\Delta)|a_{n+2}|\ge2s|a_{n+1}|-s|q||a_n|>s|a_{n+1}|.$$
Dividing by $t+\Delta$ gives the next inequality. So $a_{N+1}\ne0$, and $M$ is not singular.

**Small $|\mu|$.** Otherwise $\mu=2s\cos\theta$ with $0<\theta<\pi$. Put $w_n=q^n\sin n\theta$. Since $\mu q=-2(t-\Delta)\cos\theta$, the left side of the recurrence becomes
$$q^n(t-\Delta)\,[\sin n\theta-2\cos\theta\sin(n+1)\theta+\sin(n+2)\theta]=0.$$
Comparing the first two values gives $w_n=q\sin\theta\,a_n$. Thus $a_{N+1}=0$ forces $\sin((N+1)\theta)=0$, so $\theta=\pi j/(N+1)$ with $1\le j\le N$.

Conversely, at such a $\theta$ the wave vanishes at sites $0$ and $N+1$, while $w_1=q\sin\theta\neq0$. It is therefore a nonzero kernel vector of $M$.

## Two sites with $t=5$, $\Delta=3$

Here $s=4$, and the allowed values are $\mu=8\cos(\pi/3)=4$ and $\mu=8\cos(2\pi/3)=-4$. At $\mu=4$,
$$M=\begin{pmatrix}4&8\\2&4\end{pmatrix},\qquad \det M=0,$$
with normalised kernel vector $(2,-1)/\sqrt5$. The amplitude ratio $-1/2$ agrees with $w_2/w_1=2q\cos(\pi/3)=q$. A normalised zero mode of $H$ is $(2,-1,-2,1)/\sqrt{10}$.

## The complete Lean source

```lean
import Mathlib

open Matrix
open scoped Real

namespace KitaevChainZeroModes

noncomputable section

/-- Normal part of the open chain: on-site energy `-μ` and nearest-neighbour hopping `-t`. -/
def hopping (N : ℕ) (μ t : ℝ) : Matrix (Fin N) (Fin N) ℝ :=
  Matrix.of fun i j => (if (i : ℕ) = j then -μ else 0) +
    (if (i : ℕ) + 1 = j then -t else 0) + (if (j : ℕ) + 1 = i then -t else 0)

/-- Antisymmetric p-wave pairing `Δ` between nearest neighbours of the open chain. -/
def pairing (N : ℕ) (Δ : ℝ) : Matrix (Fin N) (Fin N) ℝ :=
  Matrix.of fun i j => (if (i : ℕ) + 1 = j then Δ else 0) - (if (j : ℕ) + 1 = i then Δ else 0)

/-- Bogoliubov–de Gennes matrix of the open Kitaev chain with `N` sites. -/
def bdg (N : ℕ) (μ t Δ : ℝ) : Matrix (Fin N ⊕ Fin N) (Fin N ⊕ Fin N) ℝ :=
  Matrix.fromBlocks (hopping N μ t) (pairing N Δ) (-pairing N Δ) (-hopping N μ t)

/-- Coupling matrix of the two Majorana species: diagonal `μ`, superdiagonal `t + Δ`,
subdiagonal `t - Δ`. -/
def coupling (N : ℕ) (μ t Δ : ℝ) : Matrix (Fin N) (Fin N) ℝ :=
  Matrix.of fun i j => (if (i : ℕ) = j then μ else 0) +
    (if (i : ℕ) + 1 = j then t + Δ else 0) + (if (j : ℕ) + 1 = i then t - Δ else 0)

/-- Amplitude at site `n` of the zero-energy solution started at the left edge with
values `0, 1`; meant for `t + Δ ≠ 0`. -/
def edgeAmplitude (μ t Δ : ℝ) : ℕ → ℝ
  | 0 => 0
  | 1 => 1
  | n + 2 => -(μ * edgeAmplitude μ t Δ (n + 1) + (t - Δ) * edgeAmplitude μ t Δ n) / (t + Δ)

/-- Signed factor by which the geometric envelope of a kernel vector of the coupling matrix changes
from site to site; meant for `|Δ| < t`. -/
def ratio (t Δ : ℝ) : ℝ := -√(t ^ 2 - Δ ^ 2) / (t + Δ)

/-- Standing wave of wave number `θ` under a geometric envelope; meant for `|Δ| < t`. -/
def standingWave (t Δ θ : ℝ) (n : ℕ) : ℝ := ratio t Δ ^ n * Real.sin (n * θ)

/-- The determinant of the Bogoliubov–de Gennes matrix is, up to the sign `(-1)^N`, the square
of the determinant of the Majorana coupling matrix. -/
theorem det_bdg (N : ℕ) (μ t Δ : ℝ) :
    (bdg N μ t Δ).det = (-1) ^ N * (coupling N μ t Δ).det ^ 2 := by
  have hM : coupling N μ t Δ = pairing N Δ - hopping N μ t := by
    ext i j
    simp only [coupling, pairing, hopping, Matrix.sub_apply, Matrix.of_apply]
    split_ifs <;> first | omega | ring
  have hT : -(coupling N μ t Δ)ᵀ = hopping N μ t + pairing N Δ := by
    ext i j
    simp only [coupling, pairing, hopping, Matrix.add_apply, Matrix.neg_apply,
      Matrix.transpose_apply, Matrix.of_apply]
    split_ifs <;> first | omega | ring
  -- adding block rows and block columns makes the matrix block triangular
  have key : Matrix.fromBlocks (1 : Matrix (Fin N) (Fin N) ℝ) 0 1 1 * bdg N μ t Δ *
      Matrix.fromBlocks (1 : Matrix (Fin N) (Fin N) ℝ) 0 1 1 =
      Matrix.fromBlocks (-(coupling N μ t Δ)ᵀ) (pairing N Δ) 0 (coupling N μ t Δ) := by
    rw [hT, hM, bdg, Matrix.fromBlocks_multiply, Matrix.fromBlocks_multiply]
    refine Matrix.fromBlocks_inj.mpr ⟨?_, ?_, ?_, ?_⟩ <;> noncomm_ring
  have h := congrArg Matrix.det key
  rw [Matrix.det_mul, Matrix.det_mul, Matrix.det_fromBlocks_zero₁₂,
    Matrix.det_fromBlocks_zero₂₁, Matrix.det_neg, Matrix.det_transpose, Matrix.det_one,
    Fintype.card_fin] at h
  linear_combination h

/-- On a profile that vanishes at the fictitious sites `0` and `N + 1`, the coupling matrix acts
as a three-term recurrence. -/
theorem coupling_mulVec {N : ℕ} (μ t Δ : ℝ) (f : ℕ → ℝ) (h0 : f 0 = 0) (hN : f (N + 1) = 0)
    (i : Fin N) : (coupling N μ t Δ *ᵥ fun j : Fin N => f (j + 1)) i =
      (t - Δ) * f i + μ * f (i + 1) + (t + Δ) * f (i + 2) := by
  have h1 : ∀ n < N, ∑ j ∈ Finset.range N, (if n = j then μ else 0) * f (j + 1)
      = μ * f (n + 1) := by
    intro n hn
    rw [Finset.sum_eq_single n]
    · simp
    · intro b _ hb
      rw [if_neg (Ne.symm hb), zero_mul]
    · intro h
      exact absurd (Finset.mem_range.mpr hn) h
  have h2 : ∀ n < N, ∑ j ∈ Finset.range N, (if n + 1 = j then t + Δ else 0) * f (j + 1)
      = (t + Δ) * f (n + 2) := by
    intro n hn
    rcases Nat.lt_or_ge (n + 1) N with h | h
    · rw [Finset.sum_eq_single (n + 1)]
      · simp
      · intro b _ hb
        rw [if_neg (Ne.symm hb), zero_mul]
      · intro h'
        exact absurd (Finset.mem_range.mpr h) h'
    · rw [show n + 2 = N + 1 by omega, hN, mul_zero]
      apply Finset.sum_eq_zero
      intro j hj
      have hj' := Finset.mem_range.mp hj
      rw [if_neg (by omega), zero_mul]
  have h3 : ∀ n < N, ∑ j ∈ Finset.range N, (if j + 1 = n then t - Δ else 0) * f (j + 1)
      = (t - Δ) * f n := by
    intro n hn
    rcases n with _ | m
    · simp [h0]
    · rw [Finset.sum_eq_single m]
      · simp
      · intro b _ hb
        rw [if_neg (by omega), zero_mul]
      · intro h
        exact absurd (Finset.mem_range.mpr (by omega)) h
  have e : (t - Δ) * f i + μ * f (i + 1) + (t + Δ) * f (i + 2) =
      μ * f (i + 1) + (t + Δ) * f (i + 2) + (t - Δ) * f i := by ring
  rw [e, ← h1 i i.isLt, ← h2 i i.isLt, ← h3 i i.isLt, ← Finset.sum_add_distrib,
    ← Finset.sum_add_distrib, Finset.sum_range]
  simp only [Matrix.mulVec, dotProduct]
  apply Finset.sum_congr rfl
  intro j _
  simp only [coupling, Matrix.of_apply]
  ring

/-- For `t + Δ ≠ 0` the edge solution satisfies the zero-energy equation at every site. -/
theorem edgeAmplitude_bulk {μ t Δ : ℝ} (h : t + Δ ≠ 0) (n : ℕ) :
    (t - Δ) * edgeAmplitude μ t Δ n + μ * edgeAmplitude μ t Δ (n + 1) +
      (t + Δ) * edgeAmplitude μ t Δ (n + 2) = 0 := by
  have e : edgeAmplitude μ t Δ (n + 2) =
    -(μ * edgeAmplitude μ t Δ (n + 1) + (t - Δ) * edgeAmplitude μ t Δ n) / (t + Δ) := rfl
  rw [eq_div_iff h] at e
  linear_combination e

/-- If `t + Δ ≠ 0` and the coupling matrix is singular, the solution started at the left edge
vanishes at the fictitious site `N + 1` beyond the right edge. -/
theorem edgeAmplitude_eq_zero {N : ℕ} {μ t Δ : ℝ} (h : t + Δ ≠ 0)
    (hdet : (coupling N μ t Δ).det = 0) : edgeAmplitude μ t Δ (N + 1) = 0 := by
  obtain ⟨v, hv, hMv⟩ := Matrix.exists_mulVec_eq_zero_iff.mpr hdet
  obtain ⟨f, f0, fN, fv⟩ : ∃ f : ℕ → ℝ, f 0 = 0 ∧ f (N + 1) = 0 ∧
      ∀ j : Fin N, f (j + 1) = v j :=
    ⟨fun k => if h : 0 < k ∧ k - 1 < N then v ⟨k - 1, h.2⟩ else 0,
      by simp, by simp, fun j => by simp⟩
  have hv' : (fun j : Fin N => f (j + 1)) = v := funext fv
  -- a kernel vector is a multiple of the edge solution
  have prop : ∀ k, k ≤ N → f k = f 1 * edgeAmplitude μ t Δ k ∧
      f (k + 1) = f 1 * edgeAmplitude μ t Δ (k + 1) := by
    intro k
    induction k with
    | zero => exact fun _ => ⟨by simp [f0, edgeAmplitude], by simp [edgeAmplitude]⟩
    | succ k ih =>
      intro hk
      obtain ⟨a, b⟩ := ih (by omega)
      refine ⟨b, ?_⟩
      have r := coupling_mulVec μ t Δ f f0 fN ⟨k, by omega⟩
      rw [hv', hMv] at r
      have r' : 0 = (t - Δ) * f k + μ * f (k + 1) + (t + Δ) * f (k + 2) := r
      change f (k + 2) = f 1 * edgeAmplitude μ t Δ (k + 2)
      apply mul_left_cancel₀ h
      linear_combination -r' - f 1 * edgeAmplitude_bulk (μ := μ) h k - (t - Δ) * a - μ * b
  have hend := (prop N le_rfl).2
  rw [fN] at hend
  rcases mul_eq_zero.mp hend.symm with h1 | h1
  · refine absurd (funext fun j => ?_) hv
    rw [← fv j, (prop j j.isLt.le).2, h1, zero_mul]
    rfl
  · exact h1

/-- For `|Δ| < t` the envelope factor is negative, and it is fixed by the two couplings
`t + Δ` and `t - Δ`. -/
theorem ratio_spec {t Δ : ℝ} (h : |Δ| < t) : 0 < t + Δ ∧ ratio t Δ < 0 ∧
    ratio t Δ * (t + Δ) = -√(t ^ 2 - Δ ^ 2) ∧ ratio t Δ ^ 2 * (t + Δ) = t - Δ := by
  obtain ⟨h1, h2⟩ := abs_lt.mp h
  have ha : 0 < t + Δ := by linarith
  have hp : 0 < t ^ 2 - Δ ^ 2 := by nlinarith
  have hs := Real.sq_sqrt hp.le
  have e : ratio t Δ * (t + Δ) = -√(t ^ 2 - Δ ^ 2) := div_mul_cancel₀ _ ha.ne'
  refine ⟨ha, div_neg_of_neg_of_pos (neg_lt_zero.mpr (Real.sqrt_pos.mpr hp)) ha, e, ?_⟩
  apply mul_right_cancel₀ ha.ne'
  linear_combination (ratio t Δ * (t + Δ) - √(t ^ 2 - Δ ^ 2)) * e + hs

/-- For `|Δ| < t` and `μ = 2√(t² - Δ²) cos θ`, the edge solution times a constant is the
standing wave of wave number `θ`. -/
theorem edgeAmplitude_standingWave {μ t Δ θ : ℝ} (h : |Δ| < t)
    (hμ : μ = 2 * √(t ^ 2 - Δ ^ 2) * Real.cos θ) (n : ℕ) :
    edgeAmplitude μ t Δ n * (ratio t Δ * Real.sin θ) = standingWave t Δ θ n := by
  obtain ⟨ha, -, he, hb⟩ := ratio_spec h
  have key : ∀ n, edgeAmplitude μ t Δ n * (ratio t Δ * Real.sin θ) = standingWave t Δ θ n ∧
      edgeAmplitude μ t Δ (n + 1) * (ratio t Δ * Real.sin θ) = standingWave t Δ θ (n + 1) := by
    intro n
    induction n with
    | zero => constructor <;> simp [edgeAmplitude, standingWave]
    | succ n ih =>
      obtain ⟨i0, i1⟩ := ih
      refine ⟨i1, ?_⟩
      change edgeAmplitude μ t Δ (n + 2) * _ = standingWave t Δ θ (n + 2)
      unfold standingWave at *
      have hs : Real.sin (((n + 2 : ℕ) : ℝ) * θ) =
          2 * Real.cos θ * Real.sin (((n + 1 : ℕ) : ℝ) * θ) - Real.sin ((n : ℝ) * θ) := by
        rw [show ((n + 2 : ℕ) : ℝ) * θ = ((n + 1 : ℕ) : ℝ) * θ + θ by push_cast; ring,
          show (n : ℝ) * θ = ((n + 1 : ℕ) : ℝ) * θ - θ by push_cast; ring,
          Real.sin_add, Real.sin_sub]
        ring
      apply mul_left_cancel₀ ha.ne'
      linear_combination (ratio t Δ * Real.sin θ) * edgeAmplitude_bulk (μ := μ) ha.ne' n
        - (t - Δ) * i0 - μ * i1 - (t + Δ) * ratio t Δ ^ (n + 2) * hs
        + ratio t Δ ^ n * Real.sin ((n : ℝ) * θ) * hb
        - ratio t Δ ^ (n + 1) * Real.sin (((n + 1 : ℕ) : ℝ) * θ) * hμ
        - 2 * Real.cos θ * ratio t Δ ^ (n + 1) * Real.sin (((n + 1 : ℕ) : ℝ) * θ) * he
  exact (key n).1

/-- For `|Δ| < t` and `|μ| ≥ 2√(t² - Δ²)` the edge solution has no node at any site
`n + 1`. -/
theorem edgeAmplitude_ne_zero {μ t Δ : ℝ} (h : |Δ| < t)
    (hμ : 2 * √(t ^ 2 - Δ ^ 2) ≤ |μ|) (n : ℕ) : edgeAmplitude μ t Δ (n + 1) ≠ 0 := by
  obtain ⟨ha, hq, he, hb⟩ := ratio_spec h
  have hs : 0 < √(t ^ 2 - Δ ^ 2) := by nlinarith
  have hbpos : 0 < t - Δ := by linarith [(abs_lt.mp h).2]
  -- the amplitude outgrows the geometric envelope
  have key : ∀ n, -ratio t Δ * |edgeAmplitude μ t Δ n| < |edgeAmplitude μ t Δ (n + 1)| := by
    intro n
    induction n with
    | zero => simp [edgeAmplitude]
    | succ n ih =>
      change _ < |edgeAmplitude μ t Δ (n + 2)|
      have tri : |μ| * |edgeAmplitude μ t Δ (n + 1)| ≤
          (t - Δ) * |edgeAmplitude μ t Δ n| + (t + Δ) * |edgeAmplitude μ t Δ (n + 2)| := by
        have e : μ * edgeAmplitude μ t Δ (n + 1) = -((t - Δ) * edgeAmplitude μ t Δ n +
            (t + Δ) * edgeAmplitude μ t Δ (n + 2)) := by
          linear_combination edgeAmplitude_bulk (μ := μ) ha.ne' n
        have l := abs_add_le ((t - Δ) * edgeAmplitude μ t Δ n)
          ((t + Δ) * edgeAmplitude μ t Δ (n + 2))
        rw [← abs_neg, ← e, abs_mul, abs_mul, abs_mul, abs_of_pos ha, abs_of_pos hbpos] at l
        exact l
      have m1 := mul_le_mul_of_nonneg_right hμ (abs_nonneg (edgeAmplitude μ t Δ (n + 1)))
      have m2 := mul_lt_mul_of_pos_left ih hs
      have m3 : √(t ^ 2 - Δ ^ 2) * (-ratio t Δ * |edgeAmplitude μ t Δ n|) =
          (t - Δ) * |edgeAmplitude μ t Δ n| := by
        linear_combination |edgeAmplitude μ t Δ n| * hb
          - ratio t Δ * |edgeAmplitude μ t Δ n| * he
      have m4 : (t + Δ) * (-ratio t Δ * |edgeAmplitude μ t Δ (n + 1)|) =
          √(t ^ 2 - Δ ^ 2) * |edgeAmplitude μ t Δ (n + 1)| := by
        linear_combination -|edgeAmplitude μ t Δ (n + 1)| * he
      exact lt_of_mul_lt_mul_left (by linarith) ha.le
  intro h0
  have k := key n
  rw [h0, abs_zero] at k
  linarith [mul_nonneg (neg_pos.mpr hq).le (abs_nonneg (edgeAmplitude μ t Δ n))]

/-- For `|Δ| < t`, `1 ≤ j ≤ N` and `μ = 2√(t² - Δ²) cos(πj/(N+1))`, the standing wave of wave
number `πj/(N+1)` is a nonzero vector annihilated by the coupling matrix. -/
theorem standingWave_zero_mode {N j : ℕ} {t Δ : ℝ} (h : |Δ| < t) (h1 : 1 ≤ j) (hj : j ≤ N) :
    (fun k : Fin N => standingWave t Δ (π * j / (N + 1)) (k + 1)) ≠ 0 ∧
    coupling N (2 * √(t ^ 2 - Δ ^ 2) * Real.cos (π * j / (N + 1))) t Δ *ᵥ
      (fun k : Fin N => standingWave t Δ (π * j / (N + 1)) (k + 1)) = 0 := by
  obtain ⟨ha, hq, -, -⟩ := ratio_spec h
  have hN : (0 : ℝ) < N + 1 := by positivity
  have hj0 : (0 : ℝ) < j := by exact_mod_cast h1
  have hjN : (j : ℝ) < N + 1 := by exact_mod_cast Nat.lt_succ_of_le hj
  constructor
  · intro h0
    have e := congrFun h0 ⟨0, by omega⟩
    have hsin : 0 < Real.sin (π * j / (N + 1)) := by
      apply Real.sin_pos_of_pos_of_lt_pi
      · positivity
      · rw [div_lt_iff₀ hN]
        exact mul_lt_mul_of_pos_left hjN Real.pi_pos
    have e' : ratio t Δ * Real.sin (π * j / (N + 1)) = 0 := by
      simpa only [standingWave, zero_add, pow_one, Nat.cast_one, one_mul, Pi.zero_apply] using e
    exact mul_ne_zero hq.ne hsin.ne' e'
  · funext i
    rw [coupling_mulVec]
    · -- the standing wave inherits the recurrence of the edge solution
      simp only [← edgeAmplitude_standingWave h rfl, Pi.zero_apply]
      linear_combination (ratio t Δ * Real.sin (π * j / (N + 1))) *
        edgeAmplitude_bulk (μ := 2 * √(t ^ 2 - Δ ^ 2) * Real.cos (π * j / (N + 1))) ha.ne' i
    · simp [standingWave]
    · have e : ((N + 1 : ℕ) : ℝ) * (π * j / (N + 1)) = j * π := by
        push_cast
        field_simp
      rw [standingWave, e, Real.sin_nat_mul_pi, mul_zero]

/-- For `|Δ| < t` the tridiagonal coupling matrix is singular exactly at the chemical potentials
`μ = 2√(t² - Δ²) cos(πj/(N+1))` with `1 ≤ j ≤ N`. -/
theorem coupling_singular_iff (N : ℕ) {μ t Δ : ℝ} (h : |Δ| < t) :
    (coupling N μ t Δ).det = 0 ↔ ∃ j : ℕ, 1 ≤ j ∧ j ≤ N ∧
      μ = 2 * √(t ^ 2 - Δ ^ 2) * Real.cos (π * j / (N + 1)) := by
  obtain ⟨ha, hq, he, -⟩ := ratio_spec h
  constructor
  · intro hdet
    have hA := edgeAmplitude_eq_zero ha.ne' hdet
    have hlt : |μ| < 2 * √(t ^ 2 - Δ ^ 2) :=
      lt_of_not_ge fun hμ => edgeAmplitude_ne_zero h hμ N hA
    have hs : 0 < 2 * √(t ^ 2 - Δ ^ 2) := lt_of_le_of_lt (abs_nonneg μ) hlt
    obtain ⟨l1, l2⟩ := abs_lt.mp hlt
    have x1 : -1 < μ / (2 * √(t ^ 2 - Δ ^ 2)) := by rw [lt_div_iff₀ hs]; linarith
    have x2 : μ / (2 * √(t ^ 2 - Δ ^ 2)) < 1 := by rw [div_lt_iff₀ hs]; linarith
    -- write the chemical potential through an angle strictly between 0 and π
    obtain ⟨θ, hθ0, hθπ, hμ⟩ : ∃ θ : ℝ, 0 < θ ∧ θ < π ∧
        μ = 2 * √(t ^ 2 - Δ ^ 2) * Real.cos θ := by
      have hc := Real.cos_arccos x1.le x2.le
      refine ⟨Real.arccos (μ / (2 * √(t ^ 2 - Δ ^ 2))), ?_, ?_, ?_⟩
      · refine lt_of_le_of_ne (Real.arccos_nonneg _) fun h0 => ?_
        rw [← h0, Real.cos_zero] at hc
        linarith
      · refine lt_of_le_of_ne (Real.arccos_le_pi _) fun h0 => ?_
        rw [h0, Real.cos_pi] at hc
        linarith
      · rw [hc, mul_div_cancel₀ _ hs.ne']
    have hw := edgeAmplitude_standingWave h hμ (N + 1)
    rw [hA, zero_mul, standingWave] at hw
    have hsin := (mul_eq_zero.mp hw.symm).resolve_left (pow_ne_zero _ hq.ne)
    obtain ⟨n, hn⟩ := Real.sin_eq_zero_iff.mp hsin
    push_cast at hn
    have hN : (0 : ℝ) < N + 1 := by positivity
    have n0 : (0 : ℝ) < n := by
      refine lt_of_mul_lt_mul_right ?_ Real.pi_pos.le
      rw [hn, zero_mul]
      exact mul_pos hN hθ0
    have n1 : (n : ℝ) < N + 1 := by
      refine lt_of_mul_lt_mul_right ?_ Real.pi_pos.le
      rw [hn]
      exact mul_lt_mul_of_pos_left hθπ hN
    have n0' : 0 < n := by exact_mod_cast n0
    have n1' : n < N + 1 := by exact_mod_cast n1
    lift n to ℕ using n0'.le
    rw [Int.cast_natCast] at hn
    refine ⟨n, by omega, by omega, ?_⟩
    have e : π * n / (N + 1) = θ := by
      rw [div_eq_iff hN.ne']
      linear_combination hn
    rw [e]
    exact hμ
  · rintro ⟨j, h1, hj, rfl⟩
    exact Matrix.exists_mulVec_eq_zero_iff.mp ⟨_, standingWave_zero_mode h h1 hj⟩

/-- For `|Δ| < t` the open Kitaev chain with `N` sites has an exact zero mode if and only if
`μ = 2√(t² - Δ²) cos(πj/(N+1))` for some integer `j` with `1 ≤ j ≤ N`. -/
theorem kitaev_zero_mode_iff (N : ℕ) {μ t Δ : ℝ} (h : |Δ| < t) :
    (∃ ψ : Fin N ⊕ Fin N → ℝ, ψ ≠ 0 ∧ bdg N μ t Δ *ᵥ ψ = 0) ↔
      ∃ j : ℕ, 1 ≤ j ∧ j ≤ N ∧ μ = 2 * √(t ^ 2 - Δ ^ 2) * Real.cos (π * j / (N + 1)) := by
  rw [Matrix.exists_mulVec_eq_zero_iff, det_bdg, ← coupling_singular_iff N h]
  simp

end

end KitaevChainZeroModes
```

```lean
#print axioms KitaevChainZeroModes.kitaev_zero_mode_iff
-- 'KitaevChainZeroModes.kitaev_zero_mode_iff' depends on axioms: [propext, Classical.choice, Quot.sound]
```

## Induction along the chain

`det_bdg` carries out the block multiplication in `key` and takes determinants. `coupling_mulVec` turns the matrix product into the recurrence, with the two vanishing end values supplying the boundary rows.

`edgeAmplitude` is $a_n$, and `edgeAmplitude_bulk` is its recurrence. `edgeAmplitude_eq_zero` extends a kernel vector by zeros and proves $f_n=f_1a_n$ by induction, carrying two neighbouring sites at once. `edgeAmplitude_standingWave` uses the same pairwise induction to identify $q\sin\theta\,a_n$ with $w_n$; `linear_combination` combines the recurrence, the sine identity and the relations for $q$ from `ratio_spec`. `edgeAmplitude_ne_zero` is the growth estimate, with `tri` as its triangle inequality.

`standingWave_zero_mode` supplies the explicit kernel vector, which is left unnormalised. For the other direction, `coupling_singular_iff` obtains $\theta$ from `Real.arccos` and an integer from `Real.sin_eq_zero_iff`, then bounds that integer between $1$ and $N$. Finally, `kitaev_zero_mode_iff` transfers the criterion to `bdg` through the determinant identity. For $N=0$ both sides are false.
